# Truncated linear E ⊗ e levels with the same positive vibronic angular momentum are distinct at nonzero coupling

Whether two truncated levels can coincide depends on which basis states are kept. Here the vibronic angular momentum is fixed at $J=m+\tfrac12$, with $m=0,1,2,\dots$, and the first $N$ basis states are kept in order of increasing vibrational quanta. With $\hbar=1$, the Hamiltonian is

$$H=\omega(n_++n_-+1)+k\left[\sigma_+(a_++a_-^\dagger)+\sigma_-(a_+^\dagger+a_-)\right].$$

Here $a_\pm$ and $n_\pm$ are the annihilation and number operators of the two circular components of one e mode, $\omega$ is its frequency, and $\sigma_\pm$ raise and lower the electronic state. The constant $k$ measures how strongly a distortion splits the electronic doublet at first order.

```lean
import Mathlib

open Matrix

namespace JahnTellerChain

noncomputable section
```

## Chains with nonzero links

Number the sites from 0. Each site must couple to the next, $H_{i,i+1}\neq0$, and to none further up, $H_{ij}=0$ for $j>i+1$. Entries below the diagonal are free until symmetry is imposed; the matrix is then tridiagonal.

```lean
/-- Each site of the chain couples to the next one with nonzero amplitude and to no site
further up. A symmetric matrix of this kind is tridiagonal with nonzero neighbouring entries. -/
structure IsLinkedChain {N : ℕ} (H : Matrix (Fin N) (Fin N) ℝ) : Prop where
  far : ∀ i j : Fin N, i.val + 1 < j.val → H i j = 0
  link : ∀ i j : Fin N, i.val + 1 = j.val → H i j ≠ 0
```

Suppose $Hv=Ev$ and $v_0=0$. If $v_0,\dots,v_r$ vanish, row $r$ reads

$$0=Ev_r=\sum_j H_{rj}v_j=H_{r,r+1}v_{r+1},$$

so $v_{r+1}=0$. Strong induction carries this along the chain, and `Finset.sum_eq_single` reduces the row to its one surviving term.

```lean
/-- A solution of the eigenvalue equation of a linked chain that vanishes on the first site
vanishes on all sites. -/
theorem eq_zero_of_first_eq_zero {N : ℕ} {H : Matrix (Fin N) (Fin N) ℝ}
    (hH : IsLinkedChain H) {E : ℝ} {v : Fin N → ℝ} (hv : H *ᵥ v = E • v)
    (h0 : ∀ i : Fin N, i.val = 0 → v i = 0) : v = 0 := by
  have key : ∀ n : ℕ, ∀ i : Fin N, i.val = n → v i = 0 := by
    intro n
    induction n using Nat.strong_induction_on with
    | _ n ih =>
      intro i hi
      rcases n with _ | n
      · exact h0 i hi
      · obtain ⟨r, hr⟩ : ∃ r : Fin N, r.val = n :=
          ⟨⟨n, by have := i.isLt; omega⟩, rfl⟩
        have hrow := congrFun hv r
        -- row n contains only one amplitude not yet known to vanish
        have hsum : (H *ᵥ v) r = H r i * v i := by
          show ∑ j, H r j * v j = _
          refine Finset.sum_eq_single i (fun j _ hj => ?_)
            (fun h => absurd (Finset.mem_univ i) h)
          have hne : j.val ≠ i.val := fun h => hj (Fin.ext h)
          rcases lt_or_gt_of_ne hne with h | h
          · rw [ih j.val (by omega) j rfl, mul_zero]
          · rw [hH.far r j (by omega), zero_mul]
        rw [hsum, Pi.smul_apply, ih n (by omega) r hr, smul_zero] at hrow
        exact (mul_eq_zero.mp hrow).resolve_left (hH.link r i (by omega))
  exact funext fun i => key i.val i rfl
```

Let $u\neq0$ and $v$ satisfy the eigenvalue equation with the same $E$. Then $u_0\neq0$ by the previous step. With $c=v_0/u_0$, the vector $v-cu$ solves the same equation and vanishes on site 0, so $v=cu$. Symmetry is not needed.

```lean
/-- Any solution of the eigenvalue equation of a linked chain is a multiple of any given
eigenvector with the same eigenvalue. -/
theorem eigenvectors_proportional {N : ℕ} {H : Matrix (Fin N) (Fin N) ℝ}
    (hH : IsLinkedChain H) {E : ℝ} {u v : Fin N → ℝ} (hu : H *ᵥ u = E • u)
    (hv : H *ᵥ v = E • v) (hu0 : u ≠ 0) : ∃ c : ℝ, v = c • u := by
  obtain ⟨i, hi, hui⟩ : ∃ i : Fin N, i.val = 0 ∧ u i ≠ 0 := by
    by_contra h
    exact hu0 (eq_zero_of_first_eq_zero hH hu
      fun i hi => by_contra fun hne => h ⟨i, hi, hne⟩)
  -- remove the first amplitude of v by subtracting a multiple of u
  refine ⟨v i / u i, sub_eq_zero.mp (eq_zero_of_first_eq_zero hH (E := E) ?_ ?_)⟩
  · rw [Matrix.mulVec_sub, Matrix.mulVec_smul, hu, hv]
    module
  · intro j hj
    obtain rfl : j = i := Fin.ext (hj.trans hi.symm)
    simp [hui]
```

A real symmetric matrix has orthonormal eigenvectors $u_i$. If two of them, $i\neq j$, shared an eigenvalue, then $u_j=cu_i$ and

$$0=\langle u_i,u_j\rangle=c\langle u_i,u_i\rangle=c,$$

which would make $u_j$ zero. In Lean, `hS.eigenvalues` lists the levels with multiplicity, so `Function.Injective` says that none is repeated.

```lean
/-- The levels of a symmetric linked chain are pairwise distinct. -/
theorem levels_distinct {N : ℕ} {H : Matrix (Fin N) (Fin N) ℝ}
    (hS : H.IsHermitian) (hH : IsLinkedChain H) : Function.Injective hS.eigenvalues := by
  intro i j hij
  by_contra hne
  have ho := hS.eigenvectorBasis.orthonormal
  have hi := hS.mulVec_eigenvectorBasis i
  have hj := hS.mulVec_eigenvectorBasis j
  rw [← hij] at hj
  obtain ⟨c, hc⟩ := eigenvectors_proportional hH hi hj
    (fun h => ho.ne_zero i (by ext a; exact congrFun h a))
  have e : hS.eigenvectorBasis j = c • hS.eigenvectorBasis i := by
    ext a
    exact congrFun hc a
  -- proportional and orthogonal unit vectors cannot coexist
  have o : inner ℝ (hS.eigenvectorBasis i) (hS.eigenvectorBasis j) = 0 := ho.2 hne
  rw [e, inner_smul_right, real_inner_self_eq_norm_sq, ho.1 i] at o
  have c0 : c = 0 := by simpa using o
  exact ho.ne_zero j (by rw [e, c0, zero_smul])
```

## Matrix elements and conservation of angular momentum

A basis state consists of $n_+$, $n_-$ and an electronic label, stored as `plus`, `minus` and `up`.

```lean
/-- A vibronic basis state: quanta in the two circular modes and one of two electronic states. -/
@[ext]
structure VibronicState where
  plus : ℕ
  minus : ℕ
  up : Bool
```

To stay within the integers, the code uses $2J=2(n_+-n_-)\pm1$, with the upper sign for `up`.

```lean
/-- Twice the vibronic angular momentum, vibrational plus electronic. -/
def twoJ (s : VibronicState) : ℤ :=
  2 * ((s.plus : ℤ) - s.minus) + if s.up then 1 else -1
```

The operator $a_++a_-^\dagger$ either lowers $n_+$ by one or raises $n_-$ by one. Its elements are the usual square roots, with `s` the bra and `t` the ket.

```lean
/-- Vibrational matrix element of `a₊ + a₋†` between `s` and `t`. -/
def ladder (s t : VibronicState) : ℝ :=
  (if s.minus = t.minus ∧ t.plus = s.plus + 1 then √(t.plus : ℝ) else 0) +
    (if s.plus = t.plus ∧ s.minus = t.minus + 1 then √(s.minus : ℝ) else 0)
```

The oscillator energy is diagonal. Between different electronic states only the coupling acts, and the element from its adjoint is obtained by exchanging the arguments of `ladder`.

```lean
/-- Matrix element of the linear E x e Hamiltonian
`ω (n₊ + n₋ + 1) + k (σ₊ (a₊ + a₋†) + σ₋ (a₊† + a₋))`. -/
def element (ω k : ℝ) (s t : VibronicState) : ℝ :=
  if s.up = t.up then
    (if s.plus = t.plus ∧ s.minus = t.minus then ω * (s.plus + s.minus + 1) else 0)
  else if s.up then k * ladder s t else k * ladder t s
```

The term $\sigma_+$ adds 2 to $2J$, while $a_++a_-^\dagger$ subtracts 2. Elements between different $J$ therefore vanish, as a check of the four electronic combinations confirms.

```lean
/-- The Hamiltonian does not connect states of different vibronic angular momentum. -/
theorem element_eq_zero_of_twoJ_ne (ω k : ℝ) {s t : VibronicState}
    (h : twoJ s ≠ twoJ t) : element ω k s t = 0 := by
  have hl : ∀ a b : VibronicState, a.plus + b.minus + 1 ≠ b.plus + a.minus →
      ladder a b = 0 := by
    intro a b hab
    rw [ladder, if_neg (by omega), if_neg (by omega), add_zero]
  cases hs : s.up <;> cases ht : t.up <;> simp [twoJ, hs, ht] at h
  · have h' : ¬(s.plus = t.plus ∧ s.minus = t.minus) := by omega
    simp [element, hs, ht, h']
  · simp [element, hs, ht, hl t s (by omega)]
  · simp [element, hs, ht, hl s t (by omega)]
  · have h' : ¬(s.plus = t.plus ∧ s.minus = t.minus) := by omega
    simp [element, hs, ht, h']
```

## The ladder at fixed J

For $J=m+\tfrac12$, an `up` state has $n_+-n_-=m$ and the other electronic state has $n_+-n_-=m+1$. Ordered by total quanta, these states alternate:

$$|m,0,\uparrow\rangle,\ |m+1,0,\downarrow\rangle,\ |m+1,1,\uparrow\rangle,\ \dots$$

```lean
/-- The `i`-th state of the ladder that starts from `m` quanta in the plus mode. -/
def rung (m i : ℕ) : VibronicState := ⟨m + (i + 1) / 2, i / 2, decide (i % 2 = 0)⟩
```

With $p=n_-$, the even and odd rungs are $|m+p,p,\uparrow\rangle$ and $|m+p+1,p,\downarrow\rangle$.

```lean
/-- The even and odd rungs of the ladder, written out. -/
theorem rung_even_odd (m p : ℕ) : rung m (2 * p) = ⟨m + p, p, true⟩ ∧
    rung m (2 * p + 1) = ⟨m + p + 1, p, false⟩ := by
  constructor
  · exact VibronicState.ext (by show m + (2 * p + 1) / 2 = m + p; omega)
      (by show 2 * p / 2 = p; omega) (decide_eq_true (by omega))
  · exact VibronicState.ext (by show m + (2 * p + 1 + 1) / 2 = m + p + 1; omega)
      (by show (2 * p + 1) / 2 = p; omega) (decide_eq_false (by omega))
```

Solving $2J=2m+1$ for each electronic label gives exactly these states, so the ladder omits none.

```lean
/-- The basis states of vibronic angular momentum `m + 1/2` are exactly the rungs. -/
theorem twoJ_eq_iff_rung (m : ℕ) (s : VibronicState) :
    twoJ s = 2 * m + 1 ↔ ∃ i, s = rung m i := by
  constructor
  · intro h
    cases hs : s.up <;> simp [twoJ, hs] at h
    · refine ⟨2 * s.minus + 1, ?_⟩
      rw [(rung_even_odd m s.minus).2]
      exact VibronicState.ext (by show s.plus = m + s.minus + 1; omega) rfl hs
    · refine ⟨2 * s.minus, ?_⟩
      rw [(rung_even_odd m s.minus).1]
      exact VibronicState.ext (by show s.plus = m + s.minus; omega) rfl hs
  · rintro ⟨i, rfl⟩
    obtain ⟨p, rfl | rfl⟩ : ∃ p, i = 2 * p ∨ i = 2 * p + 1 := ⟨i / 2, by omega⟩
    · rw [(rung_even_odd m p).1]
      simp [twoJ]
    · rw [(rung_even_odd m p).2]
      simp only [twoJ, Bool.false_eq_true, if_false]
      push_cast
      ring
```

The truncated Hamiltonian is the matrix of $H$ between the first $N$ rungs.

```lean
/-- The Hamiltonian of angular momentum `m + 1/2`, truncated to the first `N` rungs. -/
def block (ω k : ℝ) (m N : ℕ) : Matrix (Fin N) (Fin N) ℝ :=
  Matrix.of fun i j => element ω k (rung m i) (rung m j)
```

It is symmetric because the elements are real and the coupling includes its adjoint.

```lean
/-- The truncated Hamiltonian is symmetric. -/
theorem block_isHermitian (ω k : ℝ) (m N : ℕ) : (block ω k m N).IsHermitian := by
  have key : ∀ s t, element ω k s t = element ω k t s := by
    intro s t
    by_cases h : s.plus = t.plus ∧ s.minus = t.minus
    · cases hs : s.up <;> cases ht : t.up <;> simp [element, hs, ht, h.1, h.2]
    · have h' : ¬(t.plus = s.plus ∧ t.minus = s.minus) := by omega
      cases hs : s.up <;> cases ht : t.up <;> simp [element, hs, ht, h, h']
  exact Matrix.IsHermitian.ext fun i j => key (rung m j) (rung m i)
```

Rungs two or more apart differ in both $n_+$ and $n_-$, whereas the coupling changes only one of them. Neighbouring elements are

$$H_{2p,2p+1}=k\sqrt{m+p+1},\qquad H_{2p+1,2p+2}=k\sqrt{p+1},$$

both nonzero when $k\neq0$.

```lean
/-- At nonzero linear coupling the truncated Hamiltonian is a linked chain. -/
theorem block_isLinkedChain (ω : ℝ) {k : ℝ} (hk : k ≠ 0) (m N : ℕ) :
    IsLinkedChain (block ω k m N) := by
  constructor
  · intro i j h
    show element ω k (rung m i) (rung m j) = 0
    -- distant rungs differ in both modes, the coupling changes only one
    have h1 : (rung m i).plus ≠ (rung m j).plus := by simp only [rung]; omega
    have h2 : (rung m i).minus ≠ (rung m j).minus := by simp only [rung]; omega
    simp [element, ladder, h1, h2, h1.symm, h2.symm]
  · intro i j h
    show element ω k (rung m i) (rung m j) ≠ 0
    obtain ⟨p, hp | hp⟩ : ∃ p, i.val = 2 * p ∨ i.val = 2 * p + 1 :=
      ⟨i.val / 2, by omega⟩
    · have hj : j.val = 2 * p + 1 := by omega
      have e : element ω k ⟨m + p, p, true⟩ ⟨m + p + 1, p, false⟩
          = k * √((m : ℝ) + p + 1) := by simp [element, ladder]
      rw [hp, hj, (rung_even_odd m p).1, (rung_even_odd m p).2, e]
      exact mul_ne_zero hk (Real.sqrt_ne_zero'.mpr (by positivity))
    · have hj : j.val = 2 * (p + 1) := by omega
      have e : element ω k ⟨m + p + 1, p, false⟩ ⟨m + (p + 1), p + 1, true⟩
          = k * √((p : ℝ) + 1) := by simp [element, ladder, ← add_assoc]
      rw [hp, hj, (rung_even_odd m p).2, (rung_even_odd m (p + 1)).1, e]
      exact mul_ne_zero hk (Real.sqrt_ne_zero'.mpr (by positivity))
```

## Distinct levels

The chain result now applies for every real $\omega$, every $k\neq0$ and every $N$. The smallest case with two levels, $N=2$, shows the gap explicitly:

$$\begin{pmatrix}\omega(m+1)&k\sqrt{m+1}\\k\sqrt{m+1}&\omega(m+2)\end{pmatrix},\qquad \Delta E=\sqrt{\omega^2+4k^2(m+1)}.$$

```lean
/-- At nonzero linear coupling the truncated E x e levels of vibronic angular momentum
`m + 1/2` are pairwise distinct. -/
theorem jahnTeller_levels_distinct (ω : ℝ) {k : ℝ} (hk : k ≠ 0) (m N : ℕ) :
    Function.Injective (block_isHermitian ω k m N).eigenvalues :=
  levels_distinct _ (block_isLinkedChain ω hk m N)

end

end JahnTellerChain
```

In a simulation of this single-mode, linearly coupled model, levels within one finite block may come close as $k\neq0$ varies, but they do not cross. At $k=0$ the block is diagonal with levels $\omega(m+1),\dots,\omega(m+N)$, which are also distinct when $\omega\neq0$. The theorem gives no lower bound on the gaps, does not treat the limit $N\to\infty$, and does not compare levels of different $J$. Negative $J$ would follow by exchanging the two circular modes together with the two electronic states, a symmetry of $H$ that the code does not formalise.

```lean
#print axioms JahnTellerChain.element_eq_zero_of_twoJ_ne
-- 'JahnTellerChain.element_eq_zero_of_twoJ_ne' depends on axioms: [propext, Classical.choice, Quot.sound]
#print axioms JahnTellerChain.twoJ_eq_iff_rung
-- 'JahnTellerChain.twoJ_eq_iff_rung' depends on axioms: [propext, Classical.choice, Quot.sound]
#print axioms JahnTellerChain.jahnTeller_levels_distinct
-- 'JahnTellerChain.jahnTeller_levels_distinct' depends on axioms: [propext, Classical.choice, Quot.sound]
```
